# A real tridiagonal matrix with bᵢcᵢ > 0 on every bond is diagonally symmetrizable and has real eigenvalues

A real matrix that is not symmetric can have complex eigenvalues: the matrix with rows (0, 1) and (−1, 0) sends (1, i) to (i, −1), which is i·(1, i). A three-point discretisation of the one-electron radial Schrödinger equation with a local potential on a finite non-uniform grid is tridiagonal and in general not symmetric. Without a further argument its eigenvalues are not known to be real energies, and a symmetric eigensolver does not apply.

Let T be a real n × n matrix, indices 0, …, n−1, with Tᵢᵢ = aᵢ, Tᵢ,ᵢ₊₁ = bᵢ, Tᵢ₊₁,ᵢ = cᵢ and zeros elsewhere. A bond is a pair (i, i+1) with i+1 < n. If bᵢcᵢ > 0 on every bond, some D = diag(dᵢ) with all dᵢ > 0 makes D⁻¹TD symmetric, and every complex eigenvalue of T is real.

## The balance condition

For any real square M and positive d,

(D⁻¹MD)ᵢⱼ = Mᵢⱼ dⱼ/dᵢ.

Equating the (i, j) and (j, i) entries and multiplying by dᵢdⱼ turns symmetry into

Mᵢⱼ dⱼ² = Mⱼᵢ dᵢ² for all i, j.  (1)

For T this is trivial when i = j and reads 0 = 0 when |i − j| ≥ 2, which leaves one equation per bond:

bᵢ dᵢ₊₁² = cᵢ dᵢ².  (2)

If bᵢcᵢ > 0, then bᵢ ≠ 0 and cᵢ/bᵢ = bᵢcᵢ/bᵢ² > 0, so

d₀ = 1,  dᵢ₊₁ = dᵢ √(cᵢ/bᵢ)

is positive and solves (2). On a cut bond, bᵢ = cᵢ = 0, (2) holds anyway and dᵢ₊₁ = dᵢ serves. Conversely, let positive d satisfy (2). If bᵢ = 0, then cᵢdᵢ² = 0 and cᵢ = 0. Otherwise multiplication by bᵢ gives bᵢcᵢdᵢ² = bᵢ²dᵢ₊₁² > 0, so bᵢcᵢ > 0.

## Reality of the eigenvalues

Let M satisfy (1), and Mv = μv with μ and v ≠ 0 complex. Dividing (1) by dᵢ²dⱼ² shows that Wᵢⱼ = Mᵢⱼ/dᵢ² is symmetric. With a bar for complex conjugation, set

Q = Σᵢⱼ v̄ᵢ Wᵢⱼ vⱼ,  N = Σᵢ |vᵢ|²/dᵢ².

Conjugating and exchanging the dummy indices gives

Q̄ = Σᵢⱼ vᵢ Wᵢⱼ v̄ⱼ = Σᵢⱼ v̄ᵢ Wⱼᵢ vⱼ = Q,

while summing over j first gives

Q = Σᵢ (v̄ᵢ/dᵢ²) μ vᵢ = μN.

Hence 0 = Im Q = N·Im μ, and N > 0 because some vₖ ≠ 0, so Im μ = 0.

## The matrix, the scaling and the sign condition in Lean

```lean
import Mathlib

open Matrix ComplexConjugate

namespace TridiagonalSymmetrization

noncomputable section
```

The sequences `a b c` run over all natural numbers, but T uses only aᵢ with i < n and bᵢ, cᵢ on bonds. Corner elements of a periodic chain are excluded.

```lean
/-- The real `n × n` tridiagonal matrix with diagonal `a i`, superdiagonal
`T (i, i+1) = b i` and subdiagonal `T (i+1, i) = c i`. -/
def tridiag (n : ℕ) (a b c : ℕ → ℝ) : Matrix (Fin n) (Fin n) ℝ :=
  Matrix.of fun i j =>
    if (i : ℕ) = j then a i
    else if (i : ℕ) + 1 = j then b i
    else if (j : ℕ) + 1 = i then c j
    else 0
```

`scale` is the recursion for d, with factor 1 where bᵢ = 0.

```lean
/-- The scaling factors `d 0 = 1`, `d (i+1) = d i * √(c i / b i)`, with the square root
replaced by `1` on a bond where `b i = 0`. -/
def scale (b c : ℕ → ℝ) : ℕ → ℝ
  | 0 => 1
  | i + 1 => scale b c i * (if b i = 0 then 1 else Real.sqrt (c i / b i))
```

`rescale d M` is D⁻¹MD. Mathlib's inverse of a singular matrix is zero, so d = 0 would symmetrize any matrix, and the requirement `0 < d i` is what gives the existence statements content.

```lean
/-- The diagonal similarity transform `D⁻¹ M D` with `D = diag d`. -/
def rescale {ι : Type*} [Fintype ι] [DecidableEq ι] (d : ι → ℝ) (M : Matrix ι ι ℝ) :
    Matrix ι ι ℝ :=
  (diagonal d)⁻¹ * M * diagonal d
```

`SignSymmetric` says that across each bond the two couplings are nonzero with equal sign, or both vanish. For n ≤ 1 there is no bond and the condition is empty.

```lean
/-- Every bond `i, i+1` inside the matrix has `b i * c i > 0` or `b i = c i = 0`. -/
def SignSymmetric (n : ℕ) (b c : ℕ → ℝ) : Prop :=
  ∀ i, i + 1 < n → 0 < b i * c i ∨ (b i = 0 ∧ c i = 0)
```

## Solving the balance condition

Equation (1) comes first: `hinv` inverts D entrywise, `hent` is the entry formula, and `div_eq_div_iff` clears the denominators.

```lean
/-- For positive `d`, the matrix `D⁻¹ M D` is symmetric exactly when
`M i j * d j ^ 2 = M j i * d i ^ 2` for all `i, j`. -/
theorem rescale_isSymm_iff {ι : Type*} [Fintype ι] [DecidableEq ι] (d : ι → ℝ)
    (hd : ∀ i, 0 < d i) (M : Matrix ι ι ℝ) :
    (rescale d M).IsSymm ↔ ∀ i j, M i j * d j ^ 2 = M j i * d i ^ 2 := by
  have hinv : (diagonal d)⁻¹ = diagonal fun i => (d i)⁻¹ := by
    apply Matrix.inv_eq_right_inv
    rw [diagonal_mul_diagonal, ← diagonal_one]
    congr 1
    funext i
    exact mul_inv_cancel₀ (hd i).ne'
  -- the entries of D⁻¹ M D
  have hent : ∀ i j, rescale d M i j = M i j * d j / d i := by
    intro i j
    rw [rescale, hinv, mul_diagonal, diagonal_mul]
    ring
  constructor
  · intro h i j
    have h1 := h.apply j i
    rw [hent, hent, div_eq_div_iff (hd i).ne' (hd j).ne'] at h1
    linear_combination h1
  · intro h
    apply Matrix.IsSymm.ext
    intro i j
    rw [hent, hent, div_eq_div_iff (hd j).ne' (hd i).ne']
    linear_combination h j i
```

Positivity follows by induction, with `e` the identity cᵢ/bᵢ = bᵢcᵢ/bᵢ².

```lean
/-- Under the sign condition on the bonds, the scaling factors inside the matrix are
positive. -/
theorem scale_pos {n : ℕ} {b c : ℕ → ℝ} (h : SignSymmetric n b c) :
    ∀ i, i < n → 0 < scale b c i := by
  intro i
  induction i with
  | zero => intro _; simp [scale]
  | succ i ih =>
    intro hi
    rw [scale]
    apply mul_pos (ih (by omega))
    split_ifs with hb
    · exact one_pos
    · rcases h i hi with hp | hz
      · have e : c i / b i = b i * c i / b i ^ 2 := by field_simp
        rw [e]
        exact Real.sqrt_pos.mpr (div_pos hp (by positivity))
      · exact absurd hz.1 hb
```

Equation (2) follows by squaring the root with `Real.sq_sqrt`.

```lean
/-- Under the sign condition, each bond satisfies `b i * d (i+1) ^ 2 = c i * d i ^ 2`. -/
theorem scale_balance {n : ℕ} {b c : ℕ → ℝ} (h : SignSymmetric n b c) (i : ℕ)
    (hi : i + 1 < n) : b i * scale b c (i + 1) ^ 2 = c i * scale b c i ^ 2 := by
  rcases h i hi with hp | hz
  · have hb : b i ≠ 0 := by
      intro h0
      rw [h0, zero_mul] at hp
      exact lt_irrefl _ hp
    have e : c i / b i = b i * c i / b i ^ 2 := by field_simp
    have hq : 0 ≤ c i / b i := by
      rw [e]
      exact div_nonneg hp.le (sq_nonneg _)
    rw [scale, if_neg hb, mul_pow, Real.sq_sqrt hq]
    field_simp
  · rw [hz.1, hz.2, zero_mul, zero_mul]
```

The four cases i = j, i+1 = j, j+1 = i and the remainder reduce (1) to (2).

```lean
/-- Under the sign condition, the explicit scaling `D = diag (scale b c)` makes `D⁻¹ T D`
symmetric. -/
theorem rescale_tridiag_isSymm {n : ℕ} (a : ℕ → ℝ) {b c : ℕ → ℝ}
    (h : SignSymmetric n b c) :
    (rescale (fun i : Fin n => scale b c i) (tridiag n a b c)).IsSymm := by
  refine (rescale_isSymm_iff (fun i : Fin n => scale b c i)
    (fun i : Fin n => scale_pos h i i.2) (tridiag n a b c)).mpr ?_
  rintro ⟨i, hi⟩ ⟨j, hj⟩
  simp only [tridiag, of_apply]
  by_cases h1 : i = j
  · subst h1
    rfl
  · by_cases h2 : i + 1 = j
    · subst h2
      rw [if_neg h1, if_pos rfl, if_neg (by omega), if_neg (by omega), if_pos rfl]
      exact scale_balance h i hj
    · by_cases h3 : j + 1 = i
      · subst h3
        rw [if_neg h1, if_neg h2, if_pos rfl, if_neg (by omega), if_pos rfl]
        exact (scale_balance h j hi).symm
      · rw [if_neg h1, if_neg h2, if_neg h3, if_neg (Ne.symm h1), if_neg h3, if_neg h2,
          zero_mul, zero_mul]
```

The equivalence holds for every diagonal a. In the forward direction `hb` is (2), and `linear_combination (-(b i)) * hb` is the multiplication by bᵢ.

```lean
/-- A real tridiagonal matrix is made symmetric by some positive diagonal similarity if and
only if each bond has `b i * c i > 0` or `b i = c i = 0`. -/
theorem symmetrizable_iff (n : ℕ) (a b c : ℕ → ℝ) :
    (∃ d : Fin n → ℝ, (∀ i, 0 < d i) ∧ (rescale d (tridiag n a b c)).IsSymm) ↔
      SignSymmetric n b c := by
  constructor
  · rintro ⟨d, hd, hs⟩ i hi
    have hb := (rescale_isSymm_iff d hd _).mp hs ⟨i, by omega⟩ ⟨i + 1, hi⟩
    simp only [tridiag, of_apply] at hb
    rw [if_neg (by omega), if_pos trivial, if_neg (by omega), if_neg (by omega),
      if_pos trivial] at hb
    have hx : 0 < d ⟨i, by omega⟩ ^ 2 := pow_pos (hd _) 2
    have hy : 0 < d ⟨i + 1, hi⟩ ^ 2 := pow_pos (hd _) 2
    by_cases h0 : b i = 0
    · right
      refine ⟨h0, ?_⟩
      rw [h0, zero_mul] at hb
      exact (mul_eq_zero.mp hb.symm).resolve_right hx.ne'
    · left
      -- b c d_i² = b² d_(i+1)² > 0
      have hpos : 0 < b i ^ 2 * d ⟨i + 1, hi⟩ ^ 2 := mul_pos (by positivity) hy
      have e : b i * c i * d ⟨i, by omega⟩ ^ 2 = b i ^ 2 * d ⟨i + 1, hi⟩ ^ 2 := by
        linear_combination (-(b i)) * hb
      rw [← e] at hpos
      exact (mul_pos_iff_of_pos_right hx).mp hpos
  · intro h
    exact ⟨fun i : Fin n => scale b c i, fun i : Fin n => scale_pos h i i.2,
      rescale_tridiag_isSymm a h⟩
```

## The spectrum

An eigenpair is a complex `μ` and an unnormalised `v ≠ 0` for `M.map Complex.ofReal`, which is M read as a complex matrix. Here `hw` is the symmetry of W, `hconj` is Q̄ = Q via `Finset.sum_comm`, `hQN` is Q = μN and `hNpos` is N > 0.

```lean
/-- If a positive diagonal similarity makes a real matrix symmetric, every complex
eigenvalue of the matrix is real. -/
theorem eigenvalue_real_of_rescale_isSymm {ι : Type*} [Fintype ι] [DecidableEq ι]
    (d : ι → ℝ) (hd : ∀ i, 0 < d i) (M : Matrix ι ι ℝ) (hs : (rescale d M).IsSymm)
    (μ : ℂ) (v : ι → ℂ) (hv : v ≠ 0) (he : M.map Complex.ofReal *ᵥ v = μ • v) :
    μ.im = 0 := by
  have hw : ∀ i j, M i j / d i ^ 2 = M j i / d j ^ 2 := fun i j => by
    rw [div_eq_div_iff (pow_pos (hd i) 2).ne' (pow_pos (hd j) 2).ne']
    exact (rescale_isSymm_iff d hd M).mp hs i j
  have hrow : ∀ i, ∑ j, (M i j : ℂ) * v j = μ * v i := fun i => by
    simpa [mulVec, dotProduct] using congrFun he i
  -- the weighted quadratic form Q and the weighted norm N
  obtain ⟨Q, hQ⟩ : ∃ Q : ℂ,
      Q = ∑ i, ∑ j, conj (v i) * ((M i j / d i ^ 2 : ℝ) : ℂ) * v j := ⟨_, rfl⟩
  obtain ⟨N, hN⟩ : ∃ N : ℝ, N = ∑ i, Complex.normSq (v i) / d i ^ 2 := ⟨_, rfl⟩
  have hconj : conj Q = Q := by
    rw [hQ]
    simp only [map_sum, map_mul, Complex.conj_conj, Complex.conj_ofReal]
    rw [Finset.sum_comm]
    refine Finset.sum_congr rfl fun i _ => Finset.sum_congr rfl fun j _ => ?_
    rw [hw j i]
    ring
  have hQN : Q = μ * N := by
    rw [hQ, hN, Complex.ofReal_sum, Finset.mul_sum]
    refine Finset.sum_congr rfl fun i _ => ?_
    have e : ∑ j, conj (v i) * ((M i j / d i ^ 2 : ℝ) : ℂ) * v j
        = conj (v i) / (d i : ℂ) ^ 2 * ∑ j, (M i j : ℂ) * v j := by
      rw [Finset.mul_sum]
      refine Finset.sum_congr rfl fun j _ => ?_
      push_cast
      ring
    rw [e, hrow, Complex.ofReal_div, Complex.normSq_eq_conj_mul_self]
    push_cast
    ring
  have hNpos : 0 < N := by
    obtain ⟨k, hk⟩ := Function.ne_iff.mp hv
    rw [hN]
    exact Finset.sum_pos' (fun i _ => div_nonneg (Complex.normSq_nonneg _) (sq_nonneg _))
      ⟨k, Finset.mem_univ k, div_pos (Complex.normSq_pos.mpr hk) (pow_pos (hd k) 2)⟩
  -- Q = μ N is real and N > 0
  have him : Q.im = 0 := Complex.conj_eq_iff_im.mp hconj
  rw [hQN, Complex.mul_im, Complex.ofReal_re, Complex.ofReal_im, mul_zero, zero_add] at him
  exact (mul_eq_zero.mp him).resolve_right hNpos.ne'
```

The main theorem assumes bᵢcᵢ > 0 on bonds, for any n, and combines the two preceding results. It concerns exact real arithmetic. That T is also diagonalisable follows from the first conclusion by the spectral theorem for real symmetric matrices, a step not carried out here.

```lean
/-- If `b i * c i > 0` on every bond, some positive diagonal `D` makes `D⁻¹ T D` symmetric,
and every complex eigenvalue of `T` is real. -/
theorem tridiag_symmetrizable_and_real_spectrum (n : ℕ) (a b c : ℕ → ℝ)
    (h : ∀ i, i + 1 < n → 0 < b i * c i) :
    (∃ d : Fin n → ℝ, (∀ i, 0 < d i) ∧ (rescale d (tridiag n a b c)).IsSymm) ∧
      ∀ (μ : ℂ) (v : Fin n → ℂ), v ≠ 0 →
        (tridiag n a b c).map Complex.ofReal *ᵥ v = μ • v → μ.im = 0 := by
  obtain ⟨d, hd, hs⟩ := (symmetrizable_iff n a b c).mpr fun i hi => Or.inl (h i hi)
  exact ⟨⟨d, hd, hs⟩, eigenvalue_real_of_rescale_isSymm d hd _ hs⟩
```

The last theorem is the opening example, with b₀c₀ = −1, stated for the unnormalised eigenvector (1, i). It shows that a negative product can give a non-real eigenvalue, not that it always does.

```lean
/-- With zero diagonal, `b = 1` and `c = -1`, the `2 × 2` tridiagonal matrix maps the
vector `(1, i)` to `i` times itself. -/
theorem imaginary_eigenvalue_of_negative_bond :
    (tridiag 2 (fun _ => 0) (fun _ => 1) (fun _ => -1)).map Complex.ofReal *ᵥ ![1, Complex.I]
      = Complex.I • ![1, Complex.I] := by
  ext i
  fin_cases i <;> simp [tridiag, mulVec, dotProduct, Fin.sum_univ_succ]

end

end TridiagonalSymmetrization
```

```lean
#print axioms TridiagonalSymmetrization.tridiag_symmetrizable_and_real_spectrum
#print axioms TridiagonalSymmetrization.imaginary_eigenvalue_of_negative_bond
```

```
'TridiagonalSymmetrization.tridiag_symmetrizable_and_real_spectrum' depends on axioms: [propext, Classical.choice, Quot.sound]
'TridiagonalSymmetrization.imaginary_eigenvalue_of_negative_bond' depends on axioms: [propext, Classical.choice, Quot.sound]
```

## The step in a radial code

What follows is elementary algebra that the theorems above do not state. For the reduced radial function rR(r), take interior points r₀, …, rₙ₋₁ between boundary points r₋₁ and rₙ where it is set to zero, with spacings hᵢ = rᵢ₊₁ − rᵢ > 0. The three-point formula for −½ d²/dr² (atomic units) gives

bᵢ = −1/[hᵢ(hᵢ₋₁ + hᵢ)],  cᵢ = −1/[hᵢ(hᵢ + hᵢ₊₁)],

and the potential, together with the centrifugal term, enters only aᵢ. Both couplings are negative, so bᵢcᵢ > 0, and 1/dᵢ² is proportional to the trapezoidal weight (hᵢ₋₁ + hᵢ)/2. The symmetrized matrix keeps aᵢ and has off-diagonal entries bᵢdᵢ₊₁/dᵢ = −√(bᵢcᵢ). A code can pass these two arrays to a symmetric tridiagonal solver and recover an eigenvector of T from the solver's vector u as v = Du.
